# If the resolvents decay exponentially, the response of a site energy to distant perturbations is bounded with twice the decay rate

The energy of a site is modelled here as a finite sum of diagonal resolvent elements with fixed poles and weights, and the exponential decay of those resolvents is assumed, not derived from a spectral gap. Given that decay, the theorems bound how fast the energy changes when the Hamiltonian is altered far away.

In Lean 4 with Mathlib:

```lean
import Mathlib

open Filter Topology

namespace SiteEnergyResponse

noncomputable section

variable {n Q : Type*} [Fintype n] [DecidableEq n] [Fintype Q]

/-- The resolvent `(H - z)⁻¹` of a Hamiltonian matrix, for `z` outside the spectrum of `H`. -/
def green (H : Matrix n n ℂ) (z : ℂ) : Matrix n n ℂ := (H - z • (1 : Matrix n n ℂ))⁻¹

/-- The energy of site `l` as a sum over poles `z q` with weights `w q` of the diagonal
resolvent element, for poles outside the spectrum of `H`. -/
def siteEnergy (w z : Q → ℂ) (H : Matrix n n ℂ) (l : n) : ℂ :=
  ∑ q, w q * green H (z q) l l

/-- The entries of `G` are bounded by `C exp(-γ d(i,j))`. -/
def Decays [PseudoMetricSpace n] (C γ : ℝ) (G : Matrix n n ℂ) : Prop :=
  ∀ i j, ‖G i j‖ ≤ C * Real.exp (-γ * dist i j)

/-- The matrix `V` only couples sites at distance at least `r` from site `l`. -/
def FarFrom [PseudoMetricSpace n] (l : n) (r : ℝ) (V : Matrix n n ℂ) : Prop :=
  ∀ a b, V a b ≠ 0 → r ≤ dist l a ∧ r ≤ dist l b

/-- Dyson identity: the difference of two resolvents at the same energy is minus the product
of the new resolvent, the change of the Hamiltonian and the old resolvent. -/
theorem green_sub {H K : Matrix n n ℂ} {z : ℂ}
    (hH : IsUnit (H - z • (1 : Matrix n n ℂ)).det)
    (hK : IsUnit (K - z • (1 : Matrix n n ℂ)).det) :
    green K z - green H z = -(green K z * (K - H) * green H z) := by
  have e : K - H = (K - z • (1 : Matrix n n ℂ)) - (H - z • (1 : Matrix n n ℂ)) :=
    (sub_sub_sub_cancel_right _ _ _).symm
  unfold green
  rw [e, Matrix.mul_sub, Matrix.sub_mul, Matrix.nonsing_inv_mul _ hK, Matrix.mul_assoc,
    Matrix.mul_nonsing_inv _ hH, Matrix.one_mul, Matrix.mul_one, neg_sub]

/-- Linear response of the resolvent: `G' = -G H' G`, entry by entry. -/
theorem hasDerivAt_green {H : ℝ → Matrix n n ℂ} {H' : Matrix n n ℂ} {z : ℂ}
    (hH : ∀ i j, HasDerivAt (fun s => H s i j) (H' i j) 0)
    (h0 : IsUnit (H 0 - z • (1 : Matrix n n ℂ)).det) (i j : n) :
    HasDerivAt (fun s => green (H s) z i j)
      (-(green (H 0) z * H' * green (H 0) z) i j) 0 := by
  -- the resolvent is continuous at `s = 0`, by Cramer's rule
  have hc : ContinuousAt H 0 :=
    continuousAt_pi.2 fun i => continuousAt_pi.2 fun j => (hH i j).continuousAt
  have hA : ContinuousAt (fun s => H s - z • (1 : Matrix n n ℂ)) 0 := hc.sub continuousAt_const
  have cdet : Continuous (fun A : Matrix n n ℂ => A.det) := continuous_id.matrix_det
  have hdet : ContinuousAt (fun s => (H s - z • (1 : Matrix n n ℂ)).det) 0 :=
    cdet.continuousAt.comp hA
  have hG : ∀ a, ContinuousAt (fun s => green (H s) z i a) 0 := by
    intro a
    have cadj : Continuous (fun A : Matrix n n ℂ => A.adjugate i a) :=
      continuous_id.matrix_adjugate.matrix_elem i a
    have hadj : ContinuousAt (fun s => (H s - z • (1 : Matrix n n ℂ)).adjugate i a) 0 :=
      cadj.continuousAt.comp hA
    have e : (fun s => green (H s) z i a) = fun s =>
        ((H s - z • (1 : Matrix n n ℂ)).det)⁻¹ *
          (H s - z • (1 : Matrix n n ℂ)).adjugate i a := by
      funext s
      simp only [green, Matrix.inv_def, Ring.inverse_eq_inv', Matrix.smul_apply, smul_eq_mul]
    rw [e]
    exact (hdet.inv₀ h0.ne_zero).mul hadj
  -- the limit of the difference quotients, rewritten by the Dyson identity
  have lim : Tendsto (fun s => -∑ b, (∑ a, green (H s) z i a *
      slope (fun t => H t a b) 0 s) * green (H 0) z b j) (𝓝[≠] 0)
      (𝓝 (-(green (H 0) z * H' * green (H 0) z) i j)) := by
    simp only [Matrix.mul_apply]
    refine (tendsto_finsetSum _ fun b _ =>
      (tendsto_finsetSum _ fun a _ => ?_).mul_const _).neg
    exact ((hG a).tendsto.mono_left nhdsWithin_le_nhds).mul
      (hasDerivAt_iff_tendsto_slope.1 (hH a b))
  rw [hasDerivAt_iff_tendsto_slope]
  refine lim.congr' ?_
  have ev : ∀ᶠ s in 𝓝[≠] (0 : ℝ), (H s - z • (1 : Matrix n n ℂ)).det ≠ 0 :=
    (hdet.eventually_ne h0.ne_zero).filter_mono nhdsWithin_le_nhds
  filter_upwards [ev] with s hs
  have d := congrArg (fun M : Matrix n n ℂ => M i j) (green_sub h0 (isUnit_iff_ne_zero.2 hs))
  simp only [Matrix.sub_apply, Matrix.neg_apply, Matrix.mul_apply] at d
  simp only [slope_def_module]
  rw [d, smul_neg, Finset.smul_sum]
  congr 1
  refine Finset.sum_congr rfl fun b _ => ?_
  rw [← smul_mul_assoc, Finset.smul_sum]
  congr 1
  exact Finset.sum_congr rfl fun a _ => mul_smul_comm _ _ _

/-- Linear response of the site energy: `E_l' = -∑ w_q (G_q H' G_q)_ll`. -/
theorem hasDerivAt_siteEnergy {H : ℝ → Matrix n n ℂ} {H' : Matrix n n ℂ} (w z : Q → ℂ)
    (hH : ∀ i j, HasDerivAt (fun s => H s i j) (H' i j) 0)
    (h0 : ∀ q, IsUnit (H 0 - z q • (1 : Matrix n n ℂ)).det) (l : n) :
    HasDerivAt (fun s => siteEnergy w z (H s) l)
      (-∑ q, w q * (green (H 0) (z q) * H' * green (H 0) (z q)) l l) 0 := by
  unfold siteEnergy
  refine (HasDerivAt.fun_sum fun q _ =>
    (hasDerivAt_green hH (h0 q) l l).const_mul (w q)).congr_deriv ?_
  simp only [mul_neg, Finset.sum_neg_distrib]

omit [DecidableEq n] in
/-- If the matrices `A_q` and `B_q` decay at rate `γ` with prefactor `C`, and `V` acts only at
distance at least `r` from `l`, then the modulus of `∑ w_q (A_q V B_q)_ll` is at most `C² exp(-2γr)
(∑ |w_q|) (∑ |V_ab|)`. -/
theorem norm_paths_le [PseudoMetricSpace n] {C γ r : ℝ} (hγ : 0 ≤ γ) {l : n}
    {V : Matrix n n ℂ} (hV : FarFrom l r V) (w : Q → ℂ) {A B : Q → Matrix n n ℂ}
    (hA : ∀ q, Decays C γ (A q)) (hB : ∀ q, Decays C γ (B q)) :
    ‖∑ q, w q * (A q * V * B q) l l‖ ≤
      C ^ 2 * Real.exp (-2 * γ * r) * (∑ q, ‖w q‖) * ∑ a, ∑ b, ‖V a b‖ := by
  have key : ∀ q, ‖(A q * V * B q) l l‖ ≤
      C ^ 2 * Real.exp (-2 * γ * r) * ∑ a, ∑ b, ‖V a b‖ := by
    intro q
    have hC : 0 ≤ C := (mul_nonneg_iff_of_pos_right (Real.exp_pos _)).1
      ((norm_nonneg _).trans (hA q l l))
    have decay : ∀ t, r ≤ t → C * Real.exp (-γ * t) ≤ C * Real.exp (-γ * r) := fun t ht =>
      mul_le_mul_of_nonneg_left (Real.exp_le_exp.2 (by nlinarith)) hC
    -- one path `l → a → b → l`
    have term : ∀ a b, ‖A q l a * V a b * B q b l‖ ≤
        C ^ 2 * Real.exp (-2 * γ * r) * ‖V a b‖ := by
      intro a b
      by_cases h : V a b = 0
      · simp [h]
      obtain ⟨ha, hb⟩ := hV a b h
      rw [dist_comm] at hb
      have h1 := (hA q l a).trans (decay _ ha)
      have h2 := (hB q b l).trans (decay _ hb)
      have e : Real.exp (-2 * γ * r) = Real.exp (-γ * r) * Real.exp (-γ * r) := by
        rw [← Real.exp_add]
        congr 1
        ring
      rw [norm_mul, norm_mul, e]
      calc ‖A q l a‖ * ‖V a b‖ * ‖B q b l‖ = ‖A q l a‖ * ‖B q b l‖ * ‖V a b‖ := by ring
        _ ≤ (C * Real.exp (-γ * r)) * (C * Real.exp (-γ * r)) * ‖V a b‖ := by gcongr
        _ = _ := by ring
    have e : (A q * V * B q) l l = ∑ a, ∑ b, A q l a * V a b * B q b l := by
      simp only [Matrix.mul_apply, Finset.sum_mul]
      exact Finset.sum_comm
    rw [e]
    simp only [Finset.mul_sum]
    exact (norm_sum_le _ _).trans (Finset.sum_le_sum fun a _ =>
      (norm_sum_le _ _).trans (Finset.sum_le_sum fun b _ => term a b))
  calc ‖∑ q, w q * (A q * V * B q) l l‖
      ≤ ∑ q, ‖w q‖ * (C ^ 2 * Real.exp (-2 * γ * r) * ∑ a, ∑ b, ‖V a b‖) := by
        refine (norm_sum_le _ _).trans (Finset.sum_le_sum fun q _ => ?_)
        rw [norm_mul]
        exact mul_le_mul_of_nonneg_left (key q) (norm_nonneg _)
    _ = _ := by
        rw [← Finset.sum_mul]
        ring

/-- If the resolvents decay at rate `γ` with prefactor `C` and `H'(0)` acts only at distance at
least `r` from `l`, then `E_l` is differentiable at `0` and `|E_l'(0)| ≤ C² exp(-2γr) (∑ |w_q|) (∑
|H'_ab|)`. -/
theorem norm_deriv_siteEnergy_le [PseudoMetricSpace n] {C γ r : ℝ} (hγ : 0 ≤ γ)
    {H : ℝ → Matrix n n ℂ} {H' : Matrix n n ℂ} (w z : Q → ℂ) {l : n}
    (hH : ∀ i j, HasDerivAt (fun s => H s i j) (H' i j) 0)
    (h0 : ∀ q, IsUnit (H 0 - z q • (1 : Matrix n n ℂ)).det)
    (hG : ∀ q, Decays C γ (green (H 0) (z q))) (hfar : FarFrom l r H') :
    DifferentiableAt ℝ (fun s => siteEnergy w z (H s) l) 0 ∧
    ‖deriv (fun s => siteEnergy w z (H s) l) 0‖ ≤
      C ^ 2 * Real.exp (-2 * γ * r) * (∑ q, ‖w q‖) * ∑ a, ∑ b, ‖H' a b‖ := by
  have h := hasDerivAt_siteEnergy w z hH h0 l
  refine ⟨h.differentiableAt, ?_⟩
  rw [h.deriv, norm_neg]
  exact norm_paths_le hγ hfar w hG hG

/-- If the resolvents decay and the perturbation is confined to the ball of radius `ρ` about site
`c`, the bound on `|E_l'(0)|` holds with `r = d(l,c) - ρ`. -/
theorem norm_deriv_siteEnergy_le_of_ball [PseudoMetricSpace n] {C γ ρ : ℝ} (hγ : 0 ≤ γ)
    {H : ℝ → Matrix n n ℂ} {H' : Matrix n n ℂ} (w z : Q → ℂ) {l c : n}
    (hH : ∀ i j, HasDerivAt (fun s => H s i j) (H' i j) 0)
    (h0 : ∀ q, IsUnit (H 0 - z q • (1 : Matrix n n ℂ)).det)
    (hG : ∀ q, Decays C γ (green (H 0) (z q)))
    (hball : ∀ a b, H' a b ≠ 0 → dist a c ≤ ρ ∧ dist b c ≤ ρ) :
    ‖deriv (fun s => siteEnergy w z (H s) l) 0‖ ≤
      C ^ 2 * Real.exp (-2 * γ * (dist l c - ρ)) * (∑ q, ‖w q‖) * ∑ a, ∑ b, ‖H' a b‖ := by
  refine (norm_deriv_siteEnergy_le hγ w z hH h0 hG fun a b hab => ?_).2
  obtain ⟨ha, hb⟩ := hball a b hab
  constructor
  · linarith [dist_triangle l a c]
  · linarith [dist_triangle l b c]

/-- If the resolvents of both `H` and `K` decay and `K - H` acts only at distance at least `r` from
`l`, then `|E_l(K) - E_l(H)| ≤ C² exp(-2γr) (∑ |w_q|) (∑ |(K - H)_ab|)`. -/
theorem norm_siteEnergy_sub_le [PseudoMetricSpace n] {C γ r : ℝ} (hγ : 0 ≤ γ)
    {H K : Matrix n n ℂ} (w z : Q → ℂ) {l : n}
    (hH : ∀ q, IsUnit (H - z q • (1 : Matrix n n ℂ)).det)
    (hK : ∀ q, IsUnit (K - z q • (1 : Matrix n n ℂ)).det)
    (hGH : ∀ q, Decays C γ (green H (z q))) (hGK : ∀ q, Decays C γ (green K (z q)))
    (hfar : FarFrom l r (K - H)) :
    ‖siteEnergy w z K l - siteEnergy w z H l‖ ≤
      C ^ 2 * Real.exp (-2 * γ * r) * (∑ q, ‖w q‖) * ∑ a, ∑ b, ‖(K - H) a b‖ := by
  have e : siteEnergy w z K l - siteEnergy w z H l =
      -∑ q, w q * (green K (z q) * (K - H) * green H (z q)) l l := by
    unfold siteEnergy
    rw [← Finset.sum_sub_distrib, ← Finset.sum_neg_distrib]
    refine Finset.sum_congr rfl fun q _ => ?_
    rw [← mul_sub, ← Matrix.sub_apply, green_sub (hH q) (hK q), Matrix.neg_apply, mul_neg]
  rw [e, norm_neg]
  exact norm_paths_le hγ hfar w hGK hGH

/-- A two-site Hamiltonian with level `1/(1 - x²)` on both sites and hopping `-x/(1 - x²)` between
them, for `x ^ 2 ≠ 1`. -/
def dimer (x : ℂ) : Matrix (Fin 2) (Fin 2) ℂ := (1 - x ^ 2)⁻¹ • !![1, -x; -x, 1]

/-- The dimer has the zero-energy resolvent with diagonal `1` and off-diagonal `x`. With a single
pole at `0` of weight `1`, a shift `s` of the second site's level changes the first site's energy at
the rate `-x²` at `s = 0`. -/
theorem dimer_response {x : ℂ} (hx : x ^ 2 ≠ 1) :
    green (dimer x) 0 = !![1, x; x, 1] ∧
    HasDerivAt (fun s : ℝ => siteEnergy (fun _ : Unit => 1) (fun _ => 0)
      (dimer x + (s : ℂ) • !![0, 0; 0, 1]) 0) (-x ^ 2) 0 := by
  have m : !![1, -x; -x, 1] * !![1, x; x, 1] =
      (1 - x ^ 2) • (1 : Matrix (Fin 2) (Fin 2) ℂ) := by
    ext i j
    fin_cases i <;> fin_cases j <;> simp [Matrix.mul_apply, Fin.sum_univ_succ] <;> ring
  have hm : dimer x * !![1, x; x, 1] = 1 := by
    rw [dimer, Matrix.smul_mul, m, smul_smul, inv_mul_cancel₀ (sub_ne_zero.2 hx.symm), one_smul]
  have hg : green (dimer x) 0 = !![1, x; x, 1] := by
    rw [green, zero_smul, sub_zero]
    exact Matrix.inv_eq_right_inv hm
  refine ⟨hg, ?_⟩
  have hd : ∀ i j, HasDerivAt (fun s : ℝ =>
      (dimer x + (s : ℂ) • !![0, 0; 0, 1] : Matrix (Fin 2) (Fin 2) ℂ) i j)
      ((!![0, 0; 0, 1] : Matrix (Fin 2) (Fin 2) ℂ) i j) 0 := fun i j =>
    (((hasDerivAt_id (0 : ℝ)).ofReal_comp.mul_const
      ((!![0, 0; 0, 1] : Matrix (Fin 2) (Fin 2) ℂ) i j)).const_add (dimer x i j)).congr_deriv
      (by rw [Complex.ofReal_one, one_mul])
  have hu : IsUnit (dimer x).det := Matrix.isUnit_det_of_right_inverse hm
  refine (hasDerivAt_siteEnergy (fun _ : Unit => 1) (fun _ => 0) hd (fun _ => by
    simpa only [Complex.ofReal_zero, zero_smul, add_zero, sub_zero] using hu) 0).congr_deriv ?_
  simp only [Complex.ofReal_zero, zero_smul, add_zero, hg]
  simp [Matrix.mul_apply, Fin.sum_univ_succ, pow_two]

/-- For the dimer with off-diagonal zero-energy resolvent element `exp(-γr)`, where `γr > 0`, and a
single pole at `0` of weight `1`, the derivative of the first site's energy with respect to a shift
of the second site's level has modulus `exp(-2γr)` at zero shift. -/
theorem dimer_saturates {γ r : ℝ} (h : 0 < γ * r) :
    ‖deriv (fun s : ℝ => siteEnergy (fun _ : Unit => 1) (fun _ => 0)
      (dimer (Real.exp (-γ * r) : ℝ) + (s : ℂ) • !![0, 0; 0, 1]) 0) 0‖ =
      Real.exp (-2 * γ * r) := by
  have e : Real.exp (-γ * r) ^ 2 = Real.exp (-2 * γ * r) := by
    rw [pow_two, ← Real.exp_add]
    congr 1
    ring
  have hx : ((Real.exp (-γ * r) : ℝ) : ℂ) ^ 2 ≠ 1 := by
    rw [← Complex.ofReal_pow, e]
    intro h1
    have h2 : Real.exp (-2 * γ * r) = 1 := Complex.ofReal_injective (by rw [h1, Complex.ofReal_one])
    have h3 : Real.exp (-2 * γ * r) < 1 := Real.exp_lt_one_iff.2 (by nlinarith)
    linarith
  rw [(dimer_response hx).2.deriv, norm_neg, norm_pow, Complex.norm_real, Real.norm_eq_abs,
    abs_of_pos (Real.exp_pos _), e]

end

end SiteEnergyResponse
```

```lean
#print axioms SiteEnergyResponse.norm_deriv_siteEnergy_le_of_ball
-- 'SiteEnergyResponse.norm_deriv_siteEnergy_le_of_ball' depends on axioms: [propext, Classical.choice, Quot.sound]
#print axioms SiteEnergyResponse.norm_siteEnergy_sub_le
-- 'SiteEnergyResponse.norm_siteEnergy_sub_le' depends on axioms: [propext, Classical.choice, Quot.sound]
#print axioms SiteEnergyResponse.dimer_saturates
-- 'SiteEnergyResponse.dimer_saturates' depends on axioms: [propext, Classical.choice, Quot.sound]
```

## A site energy built from poles

Let $H(s)$ be a complex matrix that depends on a real parameter $s$, such as an atomic displacement or a field strength. Its rows and columns are labelled by the elements of a finite set `n`, the sites. For poles $z_q$ with weights $w_q$, write

$$G_q(s)=(H(s)-z_q)^{-1},\qquad E_l(s)=\sum_q w_q\,G_q(s)_{ll}.$$

These are `green` and `siteEnergy`. The sign of the resolvent is opposite to the common convention $(z-H)^{-1}$. Sums of this form arise when a contour integral for the band energy of non-interacting electrons is replaced by a quadrature; the $w_q$ then contain the quadrature weights and the energy and occupation factors.

The main theorem, `norm_deriv_siteEnergy_le`, makes four assumptions:

- Every entry of $H(s)$ is differentiable at $s=0$, with derivative $H'_{ab}$ (`hH`).
- No pole is an eigenvalue of $H(0)$; `h0` says this through the determinant.
- For a distance $d$ between sites, $|G_q(0)_{ij}|\le C e^{-\gamma d(i,j)}$ with $\gamma\ge 0$ and the same $C$ and $\gamma$ for all poles (`Decays`). Physically, $\gamma$ is an inverse decay length, and the pole closest to the spectrum usually limits it. For a single finite matrix some $C$ exists for every $\gamma$; the assumption has physical content when the same $C$ and $\gamma$ serve systems of increasing size.
- Whenever $H'_{ab}\neq 0$, both $a$ and $b$ lie at distance at least $r$ from $l$ (`FarFrom`).

The conclusion is that $E_l$ is differentiable at $0$ and

$$|E_l'(0)|\le C^2e^{-2\gamma r}\Big(\sum_q|w_q|\Big)\Big(\sum_{a,b}|H'_{ab}|\Big).$$

$H$ need not be Hermitian. The distance is a pseudometric, so several orbitals may sit at the same point; $E_l$ is then the energy of one orbital, and an atom's energy is a sum of such terms.

## What the perturbation must include

The matrix $H'$ is the total derivative of the Hamiltonian. In a self-consistent calculation it contains the induced potential, which may reach site $l$ even if the external perturbation does not; the support condition then fails for the intended $r$. The poles and weights do not move with $s$, so a chemical potential that adjusts to conserve the electron number is not covered. The basis is orthonormal, since no overlap matrix appears.

The theorem supplies one link, from decaying resolvents to a bound on the site-energy response that decays with distance, in a finite one-particle model. It does not prove the nearsightedness of electronic matter, which is a broader physical principle.

## From the Dyson identity to two decay factors

Take two Hamiltonians $H$ and $K$, with resolvents $G_H$ and $G_K$ at the same $z$. Since $K-H=(K-z)-(H-z)$,

$$G_K(K-H)G_H=G_H-G_K,$$

and hence $G_K-G_H=-G_K(K-H)G_H$. This is `green_sub`.

Now set $K=H(s)$ and $H=H(0)$ and divide by $s\neq0$:

$$\frac{G_q(s)-G_q(0)}{s}=-G_q(s)\,\frac{H(s)-H(0)}{s}\,G_q(0).$$

As $s\to0$, the middle factor tends to $H'$. The left factor tends to $G_q(0)$, because an inverse is the adjugate divided by the determinant, both are continuous in the matrix entries, and the determinant is non-zero at $s=0$. Therefore $G_q'(0)=-G_q(0)H'G_q(0)$. The proof of `hasDerivAt_green` follows this route: `hG` is the continuity, `lim` is the limit of the right-hand side, and `ev` restricts $s$ to values where the inverse exists.

Summing over poles (`hasDerivAt_siteEnergy`) gives

$$E_l'(0)=-\sum_q w_q\sum_{a,b}G_q(0)_{la}\,H'_{ab}\,G_q(0)_{bl}.$$

Each term is a path $l\to a\to b\to l$. If $H'_{ab}=0$ it vanishes. Otherwise both distances are at least $r$, and

$$|G_q(0)_{la}H'_{ab}G_q(0)_{bl}|\le C^2e^{-\gamma(d(l,a)+d(b,l))}|H'_{ab}|\le C^2e^{-2\gamma r}|H'_{ab}|.$$

The triangle inequality for sums finishes the bound. In `norm_paths_le`, `term` is the estimate for one path and `key` the sum over $a$ and $b$. The proof obtains $C\ge0$ from the decay bound itself.

## Finite changes, balls and a dimer

`norm_paths_le` allows different matrices on the two sides of the perturbation. Applied directly to the Dyson identity, it gives `norm_siteEnergy_sub_le`: the same bound for $|E_l(K)-E_l(H)|$, with $K-H$ in place of $H'$, provided no pole is an eigenvalue of $H$ or $K$ and both resolvents decay with the same $C$ and $\gamma$. If $H'$ is confined to a ball of radius $\rho$ about site $c$, the triangle inequality gives $r=d(l,c)-\rho$; this is `norm_deriv_siteEnergy_le_of_ball`.

The dimer has the zero-energy resolvent $\begin{pmatrix}1&x\\x&1\end{pmatrix}$, where $x^2\neq1$. Take a single pole at $z=0$ with weight $1$, so that the first site's energy is the first diagonal element of this resolvent; the choice tests the bound and is not a quadrature for a band energy. Shifting the second level by $s$ then changes the first site's energy at the rate $-x^2$ at $s=0$ (`dimer_response`). For $x=e^{-\gamma r}$ the modulus is $e^{-2\gamma r}$ (`dimer_saturates`). Place the sites a distance $r>0$ apart, with $\gamma>0$: then $C=1$, both sums equal $1$, and the general bound is attained.

## Two linear solves per pole

A code can evaluate the response without forming a full inverse. With $e_l$ the unit vector on site $l$, solve $(H(0)-z_q)u_q=e_l$ and $(H(0)-z_q)^{T}v_q=e_l$; then

$$E_l'(0)=-\sum_q w_q\,v_q^{T}H'u_q.$$

For a symmetric $H(0)$ the two solutions coincide and one solve is enough. The same vectors serve every perturbation $H'$, for instance all atomic displacements in turn. If displacements that act only beyond $r$ are skipped, the theorem bounds each omitted derivative, given values of $C$ and $\gamma$ for the system at hand and an upper bound on $\sum_{a,b}|H'_{ab}|$.
